# Lifted Metropolis on a ring of three or more sites: a positive weight is stationary, and detailed balance fails

**Q:** Metropolis sampling is usually justified by detailed balance. Show me a chain that keeps the right weight without it.

**A:** Take three sites on a ring with weights p(0) = 1, p(1) = 2, p(2) = 2. The walker carries a direction s = ±1. It proposes the site ahead, accepts with the Metropolis probability, and on rejection stays put and reverses s. Give each state (i,s) the weight p(i)/2, and look at what enters (1,+1) in one step:

from (0,+1), accepted: 1/2 · min(1, 2/1) = 1/2

from (1,−1), rejected: 1 · (1 − min(1, 1/2)) = 1/2

The total is 1 = p(1)/2, so this state keeps its weight. Yet (1,+1) can only go to (2,+1) or (1,−1), so nothing flows back to (0,+1). After division by the total weight 5, the state has probability 1/5, and the one-way flow from (0,+1) is 1/10.

**Q:** Does that work for any weights?

**A:** For any positive ones. Write x = (i,s), F x = (i+s, s) for an advance, R x = (i,−s) for a reversal, and w(x) = p(i)/2. Let a(x) = min(1, p(i+s)/p(i)), and let K(x,y) be the probability of going from x to y. The accepted flow is

w(x) a(x) = ½ min(p(i), p(i+s)),

which is symmetric in the two sites. From this follows a skewed form of detailed balance:

w(x) K(x,y) = w(y) K(R y, R x).

If y = F x, then R y = (i+s, −s), which advances to (i,−s) = R x, and both sides equal ½ min(p(i), p(i+s)). If y = R x, then R y = x and w(y) = w(x), so both sides are w(x)(1 − a(x)). For any other y both sides vanish. Now sum over x. As x runs over all states, so does R x, and the probabilities leaving R y add to one:

Σₓ w(x) K(x,y) = w(y) Σₓ K(R y, R x) = w(y).

**Q:** And the failure of detailed balance?

**A:** Let the ring have n sites. To return from F x to x in one step, the walker must either advance, which needs 2s = 0 modulo n, or reverse, which needs s = −s. Neither happens for n ≥ 3. The flow from x to F x is therefore unopposed, and it is positive because p is.

**Q:** Now the formal version. What is a state there?

**A:** A pair of a site in `ZMod n`, the integers modulo n, and a direction in `ℤˣ`, the invertible integers, which are exactly 1 and −1.

In Lean 4 with Mathlib:

```lean
import Mathlib

open Finset

namespace LiftedMetropolis

noncomputable section

variable {n : ℕ}

/-- A state of the lifted chain: a site on the ring and a direction of motion, `1` or `-1`. -/
abbrev State (n : ℕ) := ZMod n × ℤˣ
```

`advance` is F and `flipDir` is R. The direction is read as an element of `ZMod n` before it is added, so the ring closes by itself.

```lean
/-- Move one site along the current direction, keeping the direction. -/
def advance (x : State n) : State n := (x.1 + ((x.2 : ℤ) : ZMod n), x.2)

/-- Stay on the site and reverse the direction. -/
def flipDir (x : State n) : State n := (x.1, -x.2)
```

**Q:** Where is the temperature?

**A:** Inside `p`. For a site energy E(i), take p(i) = exp(−βE(i)); positivity then means that every site has finite energy at nonzero temperature. Only ratios of `p` enter the acceptance probability, so no partition function is needed.

```lean
/-- The Metropolis probability of accepting the move to the site ahead. -/
def accept (p : ZMod n → ℝ) (x : State n) : ℝ := min 1 (p (advance x).1 / p x.1)

/-- The transition probability from `x` to `y`: advance if the move is accepted,
otherwise reverse the direction. -/
def kernel (p : ZMod n → ℝ) (x y : State n) : ℝ :=
  (if y = advance x then accept p x else 0) + (if y = flipDir x then 1 - accept p x else 0)
```

The first argument of `kernel` is the departure state and the second is the arrival state. The two targets always differ, because their directions do.

**Q:** Is `weight` a probability distribution?

**A:** Not as written. Its sum over all states is Z = Σᵢ p(i), so the probability of (i,s) is p(i)/(2Z). Both definitions below are linear in the weight, and dividing by Z changes neither.

```lean
/-- The lifted weight: the weight of a site is shared equally by its two directions. -/
def weight (p : ZMod n → ℝ) (x : State n) : ℝ := p x.1 / 2

/-- The weight `w` is unchanged by one step of the chain `P`. -/
def Stationary [NeZero n] (w : State n → ℝ) (P : State n → State n → ℝ) : Prop :=
  ∀ y, ∑ x, w x * P x y = w y

/-- The flow from `x` to `y` equals the flow from `y` to `x`, for every pair of states. -/
def DetailedBalance (w : State n → ℝ) (P : State n → State n → ℝ) : Prop :=
  ∀ x y, w x * P x y = w y * P y x
```

`Stationary` sums over departure states, which is the balance of inflow. `DetailedBalance` demands equal flow for every pair, so a single unbalanced pair refutes it. The assumption `NeZero n` excludes n = 0, for which `ZMod n` would be the infinite line of integers.

**Q:** Does anyone check that `kernel` is a transition matrix at all?

**A:** Yes, after a small lemma saying that two reversals cancel. Acceptance lies between 0 and 1, which gives nonnegative entries, and each row sums to a(x) + (1 − a(x)) = 1.

```lean
/-- Reversing the direction twice restores the state. -/
theorem flipDir_flipDir (x : State n) : flipDir (flipDir x) = x := by
  simp [flipDir]

/-- The transition probabilities are nonnegative and those leaving a state sum to one. -/
theorem kernel_stochastic [NeZero n] {p : ZMod n → ℝ} (hp : ∀ i, 0 < p i) (x : State n) :
    (∀ y, 0 ≤ kernel p x y) ∧ ∑ y, kernel p x y = 1 := by
  constructor
  · intro y
    have h0 : 0 ≤ accept p x := le_min zero_le_one (div_nonneg (hp _).le (hp _).le)
    have h1 : accept p x ≤ 1 := min_le_left _ _
    unfold kernel
    split_ifs <;> linarith
  · simp only [kernel, sum_add_distrib, sum_ite_eq', mem_univ, if_true]
    ring
```

Next comes the accepted flow. The step `mul_min_of_nonneg` carries the factor p(i) inside the minimum, and that is where the ratio disappears.

```lean
/-- The accepted flow out of a state is half the smaller of the weights of the
site and of the site ahead. -/
theorem weight_mul_accept {p : ZMod n → ℝ} (hp : ∀ i, 0 < p i) (x : State n) :
    weight p x * accept p x = min (p x.1) (p (advance x).1) / 2 := by
  have h := hp x.1
  have h0 := h.ne'
  have e : p x.1 * (p (advance x).1 / p x.1) = p (advance x).1 := by field_simp
  have key : p x.1 * min 1 (p (advance x).1 / p x.1) = min (p x.1) (p (advance x).1) := by
    rw [mul_min_of_nonneg _ _ h.le, mul_one, e]
  unfold weight accept
  linear_combination key / 2
```

**Q:** And the skewed balance, with its cases?

**A:** The auxiliary statement `hiff` says that y is the advance of x exactly when R x is the advance of R y. After `congr 1`, the advancing and the rejecting terms are compared separately. The advancing term uses the symmetry of the minimum, through `min_comm`; the rejecting term uses the double reversal.

```lean
/-- Skew detailed balance: the flow from `x` to `y` equals the flow from `y` to `x`
with both directions reversed. -/
theorem skew_detailed_balance {p : ZMod n → ℝ} (hp : ∀ i, 0 < p i) (x y : State n) :
    weight p x * kernel p x y = weight p y * kernel p (flipDir y) (flipDir x) := by
  -- an advancing move, run backwards with reversed directions, is again an advancing move
  have hiff : y = advance x ↔ flipDir x = advance (flipDir y) := by
    obtain ⟨i, s⟩ := x
    obtain ⟨j, t⟩ := y
    simp only [advance, flipDir, Prod.mk.injEq, neg_inj, Units.val_neg, Int.cast_neg]
    constructor
    · rintro ⟨rfl, rfl⟩
      exact ⟨by ring, rfl⟩
    · rintro ⟨h, rfl⟩
      exact ⟨by linear_combination -h, rfl⟩
  unfold kernel
  rw [mul_add, mul_add]
  congr 1
  · by_cases h : y = advance x
    · have e : weight p y * accept p (flipDir y)
          = min (p y.1) (p (advance (flipDir y)).1) / 2 := weight_mul_accept hp (flipDir y)
      rw [if_pos h, if_pos (hiff.mp h), weight_mul_accept hp x, e, ← hiff.mp h, h]
      show _ = min (p (advance x).1) (p x.1) / 2
      rw [min_comm]
    · rw [if_neg h, if_neg (fun h' => h (hiff.mpr h')), mul_zero, mul_zero]
  · -- a rejected move is its own reverse
    rw [flipDir_flipDir y]
    by_cases h : y = flipDir x
    · subst h
      have hw : weight p (flipDir x) = weight p x := rfl
      simp [hw, flipDir_flipDir]
    · rw [if_neg h, if_neg (fun h' => h h'.symm), mul_zero, mul_zero]
```

The proof of stationarity is the sum given above, line for line. `Equiv.sum_comp` performs the relabelling x → R x.

```lean
/-- The lifted weight `p i / 2` is stationary on a ring of any size. -/
theorem weight_stationary [NeZero n] {p : ZMod n → ℝ} (hp : ∀ i, 0 < p i) :
    Stationary (weight p) (kernel p) := by
  intro y
  calc ∑ x, weight p x * kernel p x y
      = ∑ x, weight p y * kernel p (flipDir y) (flipDir x) :=
        sum_congr rfl fun x _ => skew_detailed_balance hp x y
    _ = weight p y * ∑ x, kernel p (flipDir y) (flipDir x) := by rw [mul_sum]
    _ = weight p y * ∑ z, kernel p (flipDir y) z := by
        congr 1
        exact Equiv.sum_comp (Function.Involutive.toPerm flipDir flipDir_flipDir)
          (fun z => kernel p (flipDir y) z)
    _ = weight p y := by rw [(kernel_stochastic hp (flipDir y)).2, mul_one]
```

**Q:** That needs no lower bound on n. Where does three come in?

**A:** In the current. `h2` shows that 2 ≠ 0 in `ZMod n`, and `hne` concludes that two advances don't return to the start. With `hb` ruling out a return by reversal, the backward probability is zero, and the net flow is the whole accepted flow.

```lean
/-- On a ring of at least three sites, the net flow from a state to the one ahead of it is
half the smaller of the two site weights. -/
theorem net_current (hn : 3 ≤ n) {p : ZMod n → ℝ} (hp : ∀ i, 0 < p i) (x : State n) :
    weight p x * kernel p x (advance x) - weight p (advance x) * kernel p (advance x) x
      = min (p x.1) (p (advance x).1) / 2 := by
  have hs : ∀ s : ℤˣ, s ≠ -s := by
    intro s
    rcases Int.units_eq_one_or s with rfl | rfl <;> decide
  have h2 : (2 : ZMod n) ≠ 0 := by
    intro h
    have h' : ((2 : ℕ) : ZMod n) = 0 := by exact_mod_cast h
    have := Nat.le_of_dvd (by norm_num) ((CharP.cast_eq_zero_iff (ZMod n) n 2).mp h')
    omega
  -- two steps in the same direction do not return to the start
  have hne : x ≠ advance (advance x) := by
    obtain ⟨i, s⟩ := x
    intro h
    have h1 := congrArg Prod.fst h
    simp only [advance] at h1
    apply h2
    rcases Int.units_eq_one_or s with rfl | rfl
    · simp only [Units.val_one, Int.cast_one] at h1
      linear_combination -h1
    · simp only [Units.val_neg, Units.val_one, Int.cast_neg, Int.cast_one] at h1
      linear_combination h1
  have hf : advance x ≠ flipDir x := fun h => hs x.2 (congrArg Prod.snd h)
  have hb : x ≠ flipDir (advance x) := fun h => hs x.2 (congrArg Prod.snd h)
  have forward : kernel p x (advance x) = accept p x := by simp [kernel, hf]
  have backward : kernel p (advance x) x = 0 := by
    unfold kernel
    rw [if_neg hne, if_neg hb, add_zero]
  rw [forward, backward, mul_zero, sub_zero, weight_mul_accept hp x]
```

In normalised form this current is min(p(i), p(i+s))/(2Z).

**Q:** A steady current in equilibrium? That worries me.

**A:** It lives in the enlarged space of sites and directions. The flow from (i,+1) to (i+1,+1) equals the flow from (i+1,−1) to (i,−1), so if you record only positions, the net current across each bond is zero.

**Q:** What happens on two sites?

**A:** Detailed balance returns. With n = 2 and equal weights, (0,+1) goes to (1,+1) and straight back, with equal flow both ways. In general, for n ≤ 2 the steps +1 and −1 lead to the same site, so reversing both directions leaves the transition probability unchanged:

K(R y, R x) = K(y,x).

The skewed relation then becomes the ordinary one. On a single site the walker "advances" onto its own state for ever, and the balance is trivial.

```lean
/-- For positive `p`, detailed balance with respect to the lifted weight holds exactly when the ring
has at most two sites. -/
theorem detailedBalance_iff [NeZero n] {p : ZMod n → ℝ} (hp : ∀ i, 0 < p i) :
    DetailedBalance (weight p) (kernel p) ↔ n ≤ 2 := by
  constructor
  · intro h
    by_contra hn
    have c := net_current (by omega) hp ((0, 1) : State n)
    have d := h ((0, 1) : State n) (advance (0, 1))
    have m := lt_min (hp ((0, 1) : State n).1) (hp (advance ((0, 1) : State n)).1)
    linarith
  · intro hn x y
    have hpos := NeZero.pos n
    have hd : n ∣ 2 := by
      rcases (by omega : n = 1 ∨ n = 2) with h | h <;> simp [h]
    have h2 : (2 : ZMod n) = 0 := by
      exact_mod_cast (CharP.cast_eq_zero_iff (ZMod n) n 2).mpr hd
    -- both directions lead to the same site
    have hadv : ∀ z : State n, advance (flipDir z) = flipDir (advance z) := by
      rintro ⟨i, s⟩
      refine Prod.ext ?_ rfl
      show i + (((-s : ℤˣ) : ℤ) : ZMod n) = i + ((s : ℤ) : ZMod n)
      rcases Int.units_eq_one_or s with rfl | rfl
      · simp only [Units.val_neg, Units.val_one, Int.cast_neg, Int.cast_one]
        linear_combination -h2
      · simp only [neg_neg, Units.val_neg, Units.val_one, Int.cast_neg, Int.cast_one]
        linear_combination h2
    have hacc : accept p (flipDir y) = accept p y := by
      unfold accept
      rw [hadv]
      rfl
    have hinj : Function.Injective (flipDir (n := n)) :=
      Function.Involutive.injective flipDir_flipDir
    rw [skew_detailed_balance hp x y]
    congr 1
    simp only [kernel, hadv, hacc, hinj.eq_iff]
```

For n ≥ 3 the proof tests the one pair (0,+1) and `advance (0, 1)`: `net_current` makes the difference of flows positive, while detailed balance would make it zero. For n ≤ 2, `h2` now says 2 = 0, and `hadv` says that advancing and reversing commute.

**Q:** Can positivity of p be relaxed to nonnegativity?

**A:** Not if detailed balance is to fail for every n ≥ 3. On three sites take p = (1, 0, 0). The walker at site 0 rejects every move and only reverses, with flow 1/2 each way between (0,+1) and (0,−1). All other flows are zero, whatever the rule at the empty sites, so detailed balance holds.

**Q:** Then state the final theorem in words.

**A:** For every n ≥ 3 and every positive `p` on the ring, the weight p(i)/2 is unchanged by one step of the chain, and detailed balance with respect to that weight fails.

```lean
/-- Lifted Metropolis on a ring of at least three sites: for every positive `p` the weight
`p i / 2` is stationary, and detailed balance fails. -/
theorem lifted_metropolis [NeZero n] (hn : 3 ≤ n) (p : ZMod n → ℝ) (hp : ∀ i, 0 < p i) :
    Stationary (weight p) (kernel p) ∧ ¬ DetailedBalance (weight p) (kernel p) := by
  refine ⟨weight_stationary hp, fun h => ?_⟩
  have := (detailedBalance_iff hp).mp h
  omega

end

end LiftedMetropolis
```

The first half is `weight_stationary`. For the second, detailed balance would force n ≤ 2 by `detailedBalance_iff`, against the hypothesis.

```lean
#print axioms LiftedMetropolis.lifted_metropolis
-- 'LiftedMetropolis.lifted_metropolis' depends on axioms: [propext, Classical.choice, Quot.sound]
```

**Q:** So may I run this chain and trust my averages?

**A:** Not on this theorem alone. It concerns invariance, and says nothing about convergence, uniqueness of the stationary weight or speed. Constant `p` shows the gap: every move is accepted, the direction never changes, and a walker started with s = +1 circles for ever without visiting any state with s = −1. The weight is stationary there, but so is one concentrated on a single direction. Long-run averages of a quantity that depends only on the site still come out right in this case; averages that involve the direction need not.

**Q:** What does it tell me about simulation practice, then?

**A:** That, for a single walker on a finite ring with nearest-neighbour moves, a Monte Carlo rule can preserve the Boltzmann weight while violating detailed balance. When you check such a rule, the condition to test is the balance of total inflow at each state, not the balance of each pair.
